# A damped Langevin velocity step with projected noise has one stationary covariance, $TPM^{-1}$

Two particles of masses $m_1, m_2$ on a line, joined by a rigid rod, share one velocity $v$, and the thermostat step $v \mapsto cv + \sqrt{(1-c^2)T/(m_1+m_2)}\,\xi$, with $|c|<1$, thermal energy $T>0$ and independent noise $\xi$ of zero mean and unit variance, takes its variance $s$ to $c^2 s + (1-c^2)T/(m_1+m_2)$, whose only fixed point is $T/(m_1+m_2)$. The Lean file proves the matrix version, for a positive definite mass matrix and linearly independent constraint gradients.

```lean
import Mathlib

open Matrix Filter Topology

namespace ConstrainedLangevinNoise

noncomputable section

variable {n k : Type*} [Fintype n] [DecidableEq n] [Fintype k] [DecidableEq k]

/-- The constraint matrix `G M⁻¹ Gᵀ` for mass matrix `M` and constraint gradients `G`. -/
def gram (M : Matrix n n ℝ) (G : Matrix k n ℝ) : Matrix k k ℝ := G * M⁻¹ * Gᵀ

/-- The velocity projector `P = 1 - M⁻¹ Gᵀ (G M⁻¹ Gᵀ)⁻¹ G`. -/
def proj (M : Matrix n n ℝ) (G : Matrix k n ℝ) : Matrix n n ℝ :=
  1 - M⁻¹ * Gᵀ * (gram M G)⁻¹ * G

/-- The velocity covariance after one Langevin friction-and-noise step with damping factor `c`
and projected noise, starting from covariance `S`. -/
def covStep (M : Matrix n n ℝ) (G : Matrix k n ℝ) (T c : ℝ) (S : Matrix n n ℝ) :
    Matrix n n ℝ :=
  c ^ 2 • S + ((1 - c ^ 2) * T) • (proj M G * M⁻¹ * (proj M G)ᵀ)

/-- The constrained thermal velocity covariance `T P M⁻¹`, with `T` in energy units. -/
def thermalCov (M : Matrix n n ℝ) (G : Matrix k n ℝ) (T : ℝ) : Matrix n n ℝ :=
  T • (proj M G * M⁻¹)

/-- The noise amplitude `B = √((1 - c²) T) P L` in the velocity step `v ↦ c v + B ξ`. -/
def noiseAmp (M : Matrix n n ℝ) (G : Matrix k n ℝ) (T c : ℝ) (L : Matrix n n ℝ) :
    Matrix n n ℝ :=
  √((1 - c ^ 2) * T) • (proj M G * L)

variable {M : Matrix n n ℝ} {G : Matrix k n ℝ} {T c : ℝ}

/-- For positive definite masses and independent constraints the constraint matrix is
invertible. -/
theorem gram_det_isUnit (hM : M.PosDef) (hG : LinearIndependent ℝ G.row) :
    IsUnit (gram M G).det := by
  have h := hM.inv.mul_mul_conjTranspose_same (Matrix.vecMul_injective_iff.mpr hG)
  rw [conjTranspose_eq_transpose_of_trivial] at h
  exact h.det_pos.ne'.isUnit

/-- If `L Lᵀ = M⁻¹`, `T ≥ 0` and `|c| < 1`, then `(c 1) S (c 1)ᵀ + B Bᵀ` equals `covStep M G T c S`,
where `B` is `noiseAmp M G T c L`. -/
theorem covStep_of_velocity_step (hT : 0 ≤ T) (hc : |c| < 1) {L : Matrix n n ℝ}
    (hL : L * Lᵀ = M⁻¹) (S : Matrix n n ℝ) :
    (c • (1 : Matrix n n ℝ)) * S * (c • (1 : Matrix n n ℝ))ᵀ
      + noiseAmp M G T c L * (noiseAmp M G T c L)ᵀ = covStep M G T c S := by
  have hc2 : c ^ 2 < 1 := (sq_lt_one_iff_abs_lt_one c).mpr hc
  have hs : √((1 - c ^ 2) * T) * √((1 - c ^ 2) * T) = (1 - c ^ 2) * T :=
    Real.mul_self_sqrt (mul_nonneg (by linarith) hT)
  have hB : (proj M G * L) * (proj M G * L)ᵀ = proj M G * M⁻¹ * (proj M G)ᵀ := by
    rw [transpose_mul, ← hL]
    simp only [Matrix.mul_assoc]
  have h1 : (c • (1 : Matrix n n ℝ)) * S * (c • (1 : Matrix n n ℝ))ᵀ = c ^ 2 • S := by
    simp only [transpose_smul, transpose_one, Matrix.smul_mul, Matrix.mul_smul,
      Matrix.one_mul, Matrix.mul_one, smul_smul, pow_two]
  have h2 : noiseAmp M G T c L * (noiseAmp M G T c L)ᵀ
      = ((1 - c ^ 2) * T) • (proj M G * M⁻¹ * (proj M G)ᵀ) := by
    rw [noiseAmp, transpose_smul, Matrix.smul_mul, Matrix.mul_smul, smul_smul, hs, hB]
  rw [h1, h2, covStep]

/-- Projecting `M⁻¹` on both sides equals projecting it once: `P M⁻¹ Pᵀ = P M⁻¹`. -/
theorem projected_noise_cov (hM : M.PosDef) (hG : LinearIndependent ℝ G.row) :
    proj M G * M⁻¹ * (proj M G)ᵀ = proj M G * M⁻¹ := by
  -- the projector removes the constraint forces
  have h0 : proj M G * M⁻¹ * Gᵀ = 0 := by
    calc proj M G * M⁻¹ * Gᵀ
        = M⁻¹ * Gᵀ - M⁻¹ * Gᵀ * ((gram M G)⁻¹ * gram M G) := by
          simp only [proj, gram, Matrix.sub_mul, Matrix.one_mul, Matrix.mul_assoc]
      _ = 0 := by
          rw [nonsing_inv_mul _ (gram_det_isUnit hM hG), Matrix.mul_one, sub_self]
  have hP : (proj M G)ᵀ = 1 - Gᵀ * (((gram M G)⁻¹)ᵀ * (M⁻¹ * Gᵀ)ᵀ) := by
    simp only [proj, transpose_sub, transpose_one, transpose_mul]
  rw [hP, Matrix.mul_sub, Matrix.mul_one, ← Matrix.mul_assoc (proj M G * M⁻¹) Gᵀ, h0,
    Matrix.zero_mul, sub_zero]

/-- One step multiplies the deviation from the thermal covariance by `c²`. -/
theorem covStep_deviation (hM : M.PosDef) (hG : LinearIndependent ℝ G.row)
    (S : Matrix n n ℝ) :
    covStep M G T c S - thermalCov M G T = c ^ 2 • (S - thermalCov M G T) := by
  rw [covStep, thermalCov, projected_noise_cov hM hG]
  module

/-- The thermal covariance has no component along the constraint gradients: `G S = 0`. -/
theorem constraint_mul_thermalCov (hM : M.PosDef) (hG : LinearIndependent ℝ G.row) :
    G * thermalCov M G T = 0 := by
  have h : G * proj M G = 0 := by
    calc G * proj M G = G - gram M G * (gram M G)⁻¹ * G := by
          simp only [proj, gram, Matrix.mul_sub, Matrix.mul_one, Matrix.mul_assoc]
      _ = 0 := by
          rw [mul_nonsing_inv _ (gram_det_isUnit hM hG), Matrix.one_mul, sub_self]
  rw [thermalCov, Matrix.mul_smul, ← Matrix.mul_assoc, h, Matrix.zero_mul, smul_zero]

/-- The thermal covariance satisfies `tr(M S) = (n - k) T`, for `n` velocity components and
`k` constraints. -/
theorem trace_mass_mul_thermalCov (hM : M.PosDef) (hG : LinearIndependent ℝ G.row) :
    (M * thermalCov M G T).trace = ((Fintype.card n : ℝ) - Fintype.card k) * T := by
  have h1 : (M * (proj M G * M⁻¹)).trace = (proj M G).trace := by
    rw [trace_mul_comm, Matrix.mul_assoc, nonsing_inv_mul _ hM.det_pos.ne'.isUnit,
      Matrix.mul_one]
  -- cyclicity turns the removed part into the k by k identity
  have h2 : G * (M⁻¹ * Gᵀ * (gram M G)⁻¹) = 1 := by
    calc G * (M⁻¹ * Gᵀ * (gram M G)⁻¹) = gram M G * (gram M G)⁻¹ := by
          simp only [gram, Matrix.mul_assoc]
      _ = 1 := mul_nonsing_inv _ (gram_det_isUnit hM hG)
  rw [thermalCov, Matrix.mul_smul, trace_smul, h1, proj, trace_sub, trace_one,
    trace_mul_comm _ G, h2, trace_one, smul_eq_mul, mul_comm]

/-- For `T ≥ 0` the thermal covariance is positive semidefinite. -/
theorem thermalCov_posSemidef (hM : M.PosDef) (hG : LinearIndependent ℝ G.row)
    (hT : 0 ≤ T) : (thermalCov M G T).PosSemidef := by
  have h := hM.inv.posSemidef.mul_mul_conjTranspose_same (proj M G)
  rw [conjTranspose_eq_transpose_of_trivial, projected_noise_cov hM hG] at h
  exact h.smul hT

/-- For `|c| < 1` the constrained Langevin covariance update has the unique fixed point `S = T P
M⁻¹`, and this `S` satisfies `G S = 0` and `tr(M S) = (n - k) T`. -/
theorem constrained_langevin_stationary (hM : M.PosDef) (hG : LinearIndependent ℝ G.row)
    (hc : |c| < 1) :
    (∀ S, covStep M G T c S = S ↔ S = thermalCov M G T) ∧
      G * thermalCov M G T = 0 ∧
      (M * thermalCov M G T).trace = ((Fintype.card n : ℝ) - Fintype.card k) * T := by
  refine ⟨fun S => ⟨fun h => ?_, fun h => ?_⟩, constraint_mul_thermalCov hM hG,
    trace_mass_mul_thermalCov hM hG⟩
  · have hc2 : c ^ 2 < 1 := (sq_lt_one_iff_abs_lt_one c).mpr hc
    have hne : 1 - c ^ 2 ≠ 0 := by linarith
    have d := covStep_deviation (T := T) (c := c) hM hG S
    rw [h] at d
    -- a deviation equal to c² times itself vanishes
    have h0 : (1 - c ^ 2) • (S - thermalCov M G T) = 0 := by
      rw [sub_smul, one_smul, ← d, sub_self]
    have h1 := congrArg (fun X => (1 - c ^ 2)⁻¹ • X) h0
    simp only [inv_smul_smul₀ hne, smul_zero] at h1
    exact sub_eq_zero.mp h1
  · have d := covStep_deviation (T := T) (c := c) hM hG S
    rw [h, sub_self, smul_zero] at d
    rw [h]
    exact sub_eq_zero.mp d

/-- For `|c| < 1`, the iterates of `covStep` from any real matrix `S` converge to the constrained
thermal covariance. -/
theorem covStep_iterate_tendsto (hM : M.PosDef) (hG : LinearIndependent ℝ G.row)
    (hc : |c| < 1) (S : Matrix n n ℝ) :
    Tendsto (fun N : ℕ => (covStep M G T c)^[N] S) atTop (𝓝 (thermalCov M G T)) := by
  have hN : ∀ N : ℕ, (covStep M G T c)^[N] S
      = (c ^ 2) ^ N • (S - thermalCov M G T) + thermalCov M G T := by
    intro N
    induction N with
    | zero => simp
    | succ N ih =>
      rw [Function.iterate_succ_apply', ← sub_eq_iff_eq_add, covStep_deviation hM hG, ih,
        add_sub_cancel_right, smul_smul, pow_succ' (c ^ 2) N]
  have hp : Tendsto (fun N : ℕ => (c ^ 2) ^ N) atTop (𝓝 0) :=
    tendsto_pow_atTop_nhds_zero_of_lt_one (sq_nonneg c)
      ((sq_lt_one_iff_abs_lt_one c).mpr hc)
  have h := (hp.smul_const (S - thermalCov M G T)).add_const (thermalCov M G T)
  rw [zero_smul, zero_add] at h
  exact h.congr fun N => (hN N).symm

end

end ConstrainedLangevinNoise
```

```lean
#print axioms ConstrainedLangevinNoise.covStep_of_velocity_step
-- 'ConstrainedLangevinNoise.covStep_of_velocity_step' depends on axioms: [propext, Classical.choice, Quot.sound]
#print axioms ConstrainedLangevinNoise.thermalCov_posSemidef
-- 'ConstrainedLangevinNoise.thermalCov_posSemidef' depends on axioms: [propext, Classical.choice, Quot.sound]
#print axioms ConstrainedLangevinNoise.constrained_langevin_stationary
-- 'ConstrainedLangevinNoise.constrained_langevin_stationary' depends on axioms: [propext, Classical.choice, Quot.sound]
#print axioms ConstrainedLangevinNoise.covStep_iterate_tendsto
-- 'ConstrainedLangevinNoise.covStep_iterate_tendsto' depends on axioms: [propext, Classical.choice, Quot.sound]
```

## Masses, constraints and the covariance update

Let $n$ be the number of velocity components and $k$ the number of constraints. In Lean, `n` and `k` are finite index types, and the numbers are `Fintype.card n` and `Fintype.card k`. The matrix $M$ holds the masses, and each row of $G$ is the gradient of one time-independent holonomic constraint at the current positions, so allowed velocities satisfy $Gv=0$. Two further matrices are built from these:

$$A = GM^{-1}G^T, \qquad P = I - M^{-1}G^TA^{-1}G .$$

They are `gram M G` and `proj M G`. Applied to a velocity, $P$ removes the part that would violate the constraints.

The thermostat step is $v \mapsto cv + B\xi$, where $\xi$ now has $n$ components, zero mean and unit covariance, and is independent of $v$. The amplitude is $B=\sqrt{(1-c^2)T}\,PL$ with $LL^T=M^{-1}$; for diagonal masses one can take $L=M^{-1/2}$. The usual rule for propagating a covariance $S$ through this step gives

$$F(S) = c^2S + BB^T = c^2S + (1-c^2)T\,PM^{-1}P^T,$$

which is `covStep`. The lemma `covStep_of_velocity_step` proves the matrix identity between the two expressions for $T\ge 0$ and $|c|<1$. Random variables do not appear in the file, so the propagation rule itself is taken from probability theory.

The main theorem, `constrained_langevin_stationary`, has three hypotheses. `M.PosDef` says that $M$ is symmetric and every nonzero velocity has positive kinetic energy. `LinearIndependent ℝ G.row` excludes redundant constraints. The condition `|c| < 1` says that the step really damps; for a friction rate $\gamma>0$ and a time step $\Delta t>0$, the factor $c=e^{-\gamma\Delta t}$ satisfies it. The conclusion is that a real matrix $S$ satisfies $F(S)=S$ exactly when $S$ equals

$$S_* = T\,PM^{-1},$$

called `thermalCov`, and that $GS_*=0$ and $\operatorname{tr}(MS_*)=(n-k)T$. Uniqueness holds among all real $n\times n$ matrices, not only the symmetric ones. The theorem needs no sign condition on $T$, although physically $T$ is Boltzmann's constant times a positive temperature.

For velocities of zero mean, $\tfrac12\operatorname{tr}(MS_*)$ is the mean kinetic energy, so the $n-k$ remaining degrees of freedom together carry $(n-k)T/2$. In constrained molecular dynamics with $n>k$, this justifies dividing twice the kinetic energy by $n-k$ to estimate $T$, for the thermostat step alone at frozen positions. The model fixes $G$ and describes second moments only; it does not treat the distribution of positions or the time-step error of a full integrator.

## Why the thermal covariance is stationary

**The constraint matrix is invertible.** Take $y\neq0$ in $\mathbb R^k$. Independence of the rows gives $G^Ty\ne0$, and therefore

$$y^TAy=(G^Ty)^TM^{-1}(G^Ty)>0 .$$

So $A$ is positive definite and has an inverse. In `gram_det_isUnit`, row independence enters as injectivity of $y\mapsto y^TG$, and the positive determinant supplies the inverse.

**Projecting the noise on both sides equals projecting once.** First,

$$PM^{-1}G^T = M^{-1}G^T-M^{-1}G^TA^{-1}A=0 .$$

The transposed projector is $P^T=I-G^T(A^{-1})^T(M^{-1}G^T)^T$. Multiplying it by $PM^{-1}$ from the left gives

$$PM^{-1}P^T=PM^{-1}-\left(PM^{-1}G^T\right)(A^{-1})^T(M^{-1}G^T)^T=PM^{-1}.$$

This is `projected_noise_cov`: its `h0` is the vanishing product, and its `hP` is the expanded transpose.

**The deviation shrinks by $c^2$.** The previous identity turns the update into $F(S)=c^2S+(1-c^2)S_*$, so

$$F(S)-S_*=c^2(S-S_*) .$$

In `covStep_deviation`, the `module` tactic does this last piece of linear algebra. If $F(S)=S$, then $(1-c^2)(S-S_*)=0$. Since $c^2<1$, the scalar can be divided out, and $S=S_*$. Conversely, setting $S=S_*$ makes the right-hand side zero, so $F(S_*)=S_*$. The two branches of the main proof are these two directions.

**The constraints and the trace.** From the left,

$$GP=G-AA^{-1}G=0,$$

hence $GS_*=T\,GPM^{-1}=0$, which is `constraint_mul_thermalCov`. For the kinetic trace, cyclicity is used twice:

$$\operatorname{tr}(MPM^{-1})=\operatorname{tr}P
=n-\operatorname{tr}(M^{-1}G^TA^{-1}G)
=n-\operatorname{tr}(GM^{-1}G^TA^{-1})=n-k .$$

Multiplication by $T$ gives the stated value. In `trace_mass_mul_thermalCov`, `h1` is the first equality and `h2` identifies the matrix in the last trace as the $k\times k$ identity.

**Approach to the fixed point.** Repeating the deviation formula $N$ times gives

$$F^N(S)=S_*+c^{2N}(S-S_*),$$

which tends to $S_*$ from any starting matrix. The theorem `covStep_iterate_tendsto` proves the formula by induction and then passes to the limit. For $T\ge0$, `thermalCov_posSemidef` shows that the limit is positive semidefinite, as a covariance must be: $S_*=T\,PM^{-1}P^T$, and $x^TPM^{-1}P^Tx\ge0$ for every $x$.

## Two masses on a rod, in numbers

Take $m_1=1$, $m_2=3$, $T=2$ and $G=(1,\,-1)$, in consistent units. Then $A=1+\tfrac13=\tfrac43$ and

$$P=I-\frac34\begin{pmatrix}1\\-\tfrac13\end{pmatrix}(1,\,-1)
=\frac14\begin{pmatrix}1&3\\1&3\end{pmatrix},\qquad
S_*=2PM^{-1}=\frac12\begin{pmatrix}1&1\\1&1\end{pmatrix}.$$

The projector replaces both velocities by the centre-of-mass velocity. Both particles have velocity variance $\tfrac12=T/(m_1+m_2)$ and are perfectly correlated. The columns of $S_*$ satisfy the constraint, and $\operatorname{tr}(MS_*)=\tfrac12+\tfrac32=2=(2-1)T$.

With $c=\tfrac12$ and a start from rest, every entry of the covariance runs through $0,\ \tfrac38,\ \tfrac{15}{32},\dots$. The distance to $\tfrac12$ is $\tfrac12,\ \tfrac18,\ \tfrac1{32},\dots$, a factor $c^2=\tfrac14$ per step.

## The step in a simulation code

In a splitting integrator for Langevin dynamics with one friction rate for all particles, this update can serve as the friction-and-noise part, carried out while the positions stand still. A code need not form $P$. It can draw $\xi$, set $w=\sqrt{(1-c^2)T}\,L\xi$, solve

$$A\lambda=Gw$$

for the multipliers $\lambda$, and update

$$v\leftarrow cv+w-M^{-1}G^T\lambda .$$

The step projects the noise but not the old velocity. If $Gv=0$ beforehand, then $Gv=0$ afterwards in exact arithmetic. A velocity that violates the constraints keeps a violation $c\,Gv$ after one step. Projecting the whole sum $cv+w$ removes it at once and gives the same result whenever the incoming velocity is already admissible.

To test an implementation, hold the positions fixed, repeat the step many times, and compare the average of $v^TMv$ with $(n-k)T$.
